# Conjugation by the exponential of a skew-adjoint element preserves the C*-norm

Transforming a bounded operator by a unitary of the form e^A, with A anti-Hermitian, leaves its norm unchanged. The declaration states this in a unital complex C*-algebra: if `star A = -A`, then ‖e^A B e^(−A)‖ = ‖B‖ for every element B, which need not be self-adjoint. The attempt first shows that e^A and e^(−A) are both unitary, since A and −A are both skew-adjoint. It then removes the unitary factors from the norm, first the right one and then the left.

In Lean, a first try:

```lean
import Mathlib

open NormedSpace Finset

namespace NormExpConj

variable {𝔄 : Type*} [CStarAlgebra 𝔄]

/-- Conjugation by the exponential of a skew-adjoint element preserves the norm. -/
theorem norm_exp_conj {A : 𝔄} (hA : star A = -A) (B : 𝔄) :
    ‖exp A * B * exp (-A)‖ = ‖B‖ := by
  have h1 : exp A ∈ unitary 𝔄 :=
    exp_mem_unitary_of_mem_skewAdjoint (skewAdjoint.mem_iff.mpr hA)
  have h2 : exp (-A) ∈ unitary 𝔄 :=
    exp_mem_unitary_of_mem_skewAdjoint (skewAdjoint.mem_iff.mpr (by rw [star_neg, hA]))
  rw [CStarRing.norm_mul_mem_unitary _ h2, CStarRing.norm_mem_unitary_mul _ h1]

end NormExpConj
```

The error:

```
Main.lean:13:4: error(lean.synthInstanceFailed): failed to synthesize instance of type class
  NormedAlgebra ℚ 𝔄

Hint: Type class instance resolution failures can be inspected with the `set_option trace.Meta.synthInstance true` command.
Main.lean:15:4: error(lean.synthInstanceFailed): failed to synthesize instance of type class
  NormedAlgebra ℚ 𝔄

Hint: Type class instance resolution failures can be inspected with the `set_option trace.Meta.synthInstance true` command.
```

Both messages say that Lean could not find an instance of `NormedAlgebra ℚ 𝔄`, that is, a normed-algebra structure on `𝔄` over the rationals. They point to the two uses of `exp_mem_unitary_of_mem_skewAdjoint`, which needs that structure. The assumption `CStarAlgebra 𝔄` makes `𝔄` a normed algebra over the complex numbers, and hence over the reals, but instance search did not get from there to the rational structure. The messages report no fault in the skew-adjointness arguments.

The added `let` builds the missing instance with `NormedAlgebra.restrictScalars ℚ ℝ 𝔄`, which restricts the scalars of the real normed algebra to the rationals. Because it stands before `h1` and `h2`, instance search can use it in both, and one line cures both errors. The comment above it is only explanatory. The theorem's statement and the rest of the proof are unchanged.

The change, after which it compiles:

```diff
@@ -10,4 +10,6 @@
 theorem norm_exp_conj {A : 𝔄} (hA : star A = -A) (B : 𝔄) :
     ‖exp A * B * exp (-A)‖ = ‖B‖ := by
+  -- the rational structure needed by the unitarity lemma comes from the real one
+  let : NormedAlgebra ℚ 𝔄 := NormedAlgebra.restrictScalars ℚ ℝ 𝔄
   have h1 : exp A ∈ unitary 𝔄 :=
     exp_mem_unitary_of_mem_skewAdjoint (skewAdjoint.mem_iff.mpr hA)
```
